# For a positive definite internal block, the relaxed stiffness and the full Hessian have equally many negative eigenvalues

A code that eliminates the atomic displacements and diagonalises only the small relaxed stiffness could report the wrong number of instabilities if the elimination lost or created negative eigenvalues. Keeping the strain block alone can lose them. Take one strain and one internal coordinate, with Hessian

$$H=\begin{pmatrix}1&2\\2&1\end{pmatrix}.$$

The clamped stiffness is $1$, which looks stable, but $H$ has eigenvalues $3$ and $-1$. The relaxed stiffness is $1-2\cdot1\cdot2=-3$. It finds the instability, though with a different eigenvalue. Whenever the internal block is positive definite, the number of negative eigenvalues survives the elimination.

## The count that relaxation preserves

Let $e$ collect the strain components and $u$ the internal displacements. The harmonic energy about the reference structure is half of $(e,u)\cdot H(e,u)$, where

$$H=\begin{pmatrix}C&L^{T}\\L&K\end{pmatrix},\qquad S=C-L^{T}K^{-1}L .$$

Here $C$ is the symmetric clamped stiffness, $L$ couples strain to displacements, $K$ is the force-constant matrix of the internal coordinates, and $S$ is the relaxed stiffness. All blocks are second derivatives of the energy of the same cell, so elastic constants in units of pressure must be multiplied by the cell volume before they enter as $C$. Write $N(A)$ for the number of negative eigenvalues of a symmetric matrix $A$, counted with multiplicity. If $K$ is symmetric positive definite, then

$$N(H)=N(S),\qquad N(C)\le N(H).$$

Positive definiteness of $K$ means that, at zero strain, every nonzero internal displacement $u$ has positive harmonic energy. Uniform translations cost no energy, so they must be removed from $u$ first, for instance by fixing one atom.

## Stability checks on the small matrix

An electronic-structure code may compute $C$, $L$ and $K$ separately and then assemble $S$. Within the harmonic model, and for the finite set of coordinates included, the signs of the eigenvalues of $S$ give the number of negative eigenvalues of $H$ without diagonalising $H$, provided that $K$ is positive definite.

The condition on $K$ can be tested during assembly: in exact arithmetic, a Cholesky factorisation of a symmetric $K$ with positive pivots exists precisely when $K$ is positive definite. The same factorisation solves $KX=L$, which gives $S=C-L^{T}X$.

The count also doesn't depend on the length unit chosen for $u$. Rescaling by $a\neq0$ turns $L$ into $aL$ and $K$ into $a^2K$, which leaves $S$ unchanged.

## Counting by energy and completing the square

Write $q_A(x)=x\cdot Ax$, twice the harmonic energy. Let $v_i$ be orthonormal eigenvectors of $A$ with eigenvalues $\lambda_i$. Inserting the complete set of modes gives

$$q_A(x)=\sum_i (x\cdot v_i)(v_i\cdot Ax)=\sum_i\lambda_i\,(v_i\cdot x)^2,$$

because $v_i\cdot Ax=(Av_i)\cdot x=\lambda_i\,v_i\cdot x$.

Now let $f$ be a linear map from $k$ amplitudes $c$ to distortions, with $q_A(f(c))<0$ for every $c\ne0$. Such a map exists exactly when $k\le N(A)$.

- **Given $f$:** send $c$ to the components of $f(c)$ along the negative modes. If these all vanish, only terms with $\lambda_i\ge0$ remain, so $q_A(f(c))\ge0$ and hence $c=0$. This linear map from $k$ dimensions to $N(A)$ dimensions is therefore injective, and $k\le N(A)$.
- **Given $k\le N(A)$:** choose $k$ different negative modes and superpose them with amplitudes $c_j$. The energy sum is $\sum_j\lambda_jc_j^2$ over the chosen modes, which is negative unless $c=0$.

The requirement must hold for all nonzero combinations. Asking only for $k$ linearly independent distortions of negative energy gives the wrong count: for $A=\mathrm{diag}(-1,1)$, both $(1,0)$ and $(1,\tfrac12)$ lower the energy, yet $A$ has one negative eigenvalue. Their difference raises the energy.

To compare $H$ with $S$, set $w=K^{-1}Le$, so that $Kw=Le$. Then

$$\begin{aligned}
q_H(e,u)&=e\cdot Ce+2\,u\cdot Le+u\cdot Ku,\\
q_S(e)&=e\cdot Ce-w\cdot Le,\\
q_K(u+w)&=u\cdot Ku+2\,u\cdot Le+w\cdot Le.
\end{aligned}$$

Adding the last two lines gives

$$q_H(e,u)=q_S(e)+q_K(u+K^{-1}Le).$$

Since $q_K\ge0$, we have $q_S(e)\le q_H(e,u)$. A family of unstable distortions of $H$ thus stays unstable for $S$ when only its strain part is kept. Conversely, a family for $S$ becomes one for $H$ on adding $u=-K^{-1}Le$, which makes the last term vanish. The two matrices admit families with the same values of $k$. Taking $k=N(H)$ and then $k=N(S)$ gives the two inequalities that make the counts equal.

For the clamped stiffness, put $u=0$: $q_S(e)\le q_H(e,0)=q_C(e)$. Every unstable family of $C$ is one of $S$, so $N(C)\le N(S)=N(H)$.

## The Lean file

```lean
import Mathlib

open Matrix

namespace InternalStrainInertia

noncomputable section

variable {n s ι : Type*} [Fintype n] [DecidableEq n] [Fintype s]
  [Fintype ι] [DecidableEq ι]

/-- Twice the harmonic energy of the distortion `x` for the force-constant matrix `A`. -/
def quad {n : Type*} [Fintype n] (A : Matrix n n ℝ) (x : n → ℝ) : ℝ := x ⬝ᵥ A *ᵥ x

/-- The Hessian in strain and internal displacement, with strain block `C`, coupling `L`
and internal block `K`. -/
def hessian (C : Matrix s s ℝ) (L : Matrix ι s ℝ) (K : Matrix ι ι ℝ) :
    Matrix (s ⊕ ι) (s ⊕ ι) ℝ := fromBlocks C Lᵀ L K

/-- The relaxed stiffness `C - Lᵀ K⁻¹ L`. -/
def relaxed (C : Matrix s s ℝ) (L : Matrix ι s ℝ) (K : Matrix ι ι ℝ) : Matrix s s ℝ :=
  C - Lᵀ * K⁻¹ * L

/-- The number of negative eigenvalues of a symmetric matrix, counted with multiplicity. -/
def unstableCount {A : Matrix n n ℝ} (hA : A.IsHermitian) : ℕ :=
  Fintype.card {i // hA.eigenvalues i < 0}

/-- There are distortions depending linearly on `k` amplitudes whose energy is negative
whenever the amplitudes are not all zero. -/
def HasUnstable {n : Type*} [Fintype n] (A : Matrix n n ℝ) (k : ℕ) : Prop :=
  ∃ f : (Fin k → ℝ) →ₗ[ℝ] (n → ℝ), ∀ c, c ≠ 0 → quad A (f c) < 0

/-- The `i`-th vector of an orthonormal eigenvector basis of a symmetric matrix. -/
def mode {A : Matrix n n ℝ} (hA : A.IsHermitian) (i : n) : n → ℝ :=
  (hA.eigenvectorBasis i).ofLp

/-- A real Hermitian matrix equals its transpose. -/
lemma transpose_eq {n : Type*} {A : Matrix n n ℝ} (hA : A.IsHermitian) : Aᵀ = A := by
  rw [← conjTranspose_eq_transpose_of_trivial]
  exact hA.eq

/-- Transposing the matrix in a bilinear form exchanges the two vectors. -/
lemma dot_transpose {m n : Type*} [Fintype m] [Fintype n] (M : Matrix m n ℝ)
    (x : n → ℝ) (y : m → ℝ) : x ⬝ᵥ Mᵀ *ᵥ y = y ⬝ᵥ M *ᵥ x := by
  rw [mulVec_transpose, dotProduct_comm, ← dotProduct_mulVec]

omit [DecidableEq n] in
private lemma inner_eq_dot (x y : EuclideanSpace ℝ n) :
    inner ℝ x y = x.ofLp ⬝ᵥ y.ofLp := by
  simp [PiLp.inner_apply, dotProduct, mul_comm]

private lemma mode_orthonormal {A : Matrix n n ℝ} (hA : A.IsHermitian) (i j : n) :
    mode hA i ⬝ᵥ mode hA j = if i = j then 1 else 0 := by
  have h := orthonormal_iff_ite.1 hA.eigenvectorBasis.orthonormal i j
  rw [inner_eq_dot] at h
  exact h

/-- For a symmetric matrix, twice the harmonic energy is the sum over orthonormal eigenvectors of
the eigenvalue times the squared component along that eigenvector. -/
theorem quad_eq_modes {A : Matrix n n ℝ} (hA : A.IsHermitian) (x : n → ℝ) :
    quad A x = ∑ i, hA.eigenvalues i * (mode hA i ⬝ᵥ x) ^ 2 := by
  have h : ∑ i, (x ⬝ᵥ mode hA i) * (mode hA i ⬝ᵥ A *ᵥ x) = x ⬝ᵥ A *ᵥ x := by
    have h := hA.eigenvectorBasis.sum_inner_mul_inner
      (WithLp.toLp 2 x) (WithLp.toLp 2 (A *ᵥ x))
    simp only [inner_eq_dot] at h
    exact h
  unfold quad
  rw [← h]
  refine Finset.sum_congr rfl fun i _ => ?_
  have hi : mode hA i ⬝ᵥ A *ᵥ x = hA.eigenvalues i * (mode hA i ⬝ᵥ x) := by
    have hs := dot_transpose A (mode hA i) x
    have he : A *ᵥ mode hA i = hA.eigenvalues i • mode hA i := hA.mulVec_eigenvectorBasis i
    rw [transpose_eq hA] at hs
    rw [hs, he, dotProduct_smul, smul_eq_mul, dotProduct_comm]
  rw [hi, dotProduct_comm x]
  ring

/-- For a symmetric matrix, a linear family of distortions with `k` amplitudes, whose energy is
negative whenever the amplitudes are not all zero, exists exactly when `k` is at most the number of
negative eigenvalues. -/
theorem hasUnstable_iff {A : Matrix n n ℝ} (hA : A.IsHermitian) (k : ℕ) :
    HasUnstable A k ↔ k ≤ unstableCount hA := by
  constructor
  · rintro ⟨f, hf⟩
    -- project the distortions onto the negative modes
    let g : (Fin k → ℝ) →ₗ[ℝ] ({i // hA.eigenvalues i < 0} → ℝ) :=
      { toFun := fun c i => mode hA i ⬝ᵥ f c
        map_add' := by intro a b; ext i; simp [dotProduct_add]
        map_smul' := by intro a b; ext i; simp [dotProduct_smul] }
    have hg : Function.Injective g := by
      rw [injective_iff_map_eq_zero]
      intro c hc
      by_contra hne
      have h := hf c hne
      rw [quad_eq_modes hA] at h
      refine absurd h (not_lt_of_ge (Finset.sum_nonneg fun i _ => ?_))
      by_cases hi : hA.eigenvalues i < 0
      · have h0 : mode hA i ⬝ᵥ f c = 0 := congrFun hc ⟨i, hi⟩
        rw [h0]
        simp
      · exact mul_nonneg (not_lt.1 hi) (sq_nonneg _)
    have h := LinearMap.finrank_le_finrank_of_injective hg
    rw [Module.finrank_fintype_fun_eq_card, Module.finrank_fintype_fun_eq_card,
      Fintype.card_fin] at h
    exact h
  · intro hk
    -- superpose `k` different negative modes
    obtain ⟨g⟩ := Function.Embedding.nonempty_of_card_le (α := Fin k)
      (β := {i // hA.eigenvalues i < 0}) (by rw [Fintype.card_fin]; exact hk)
    refine ⟨{ toFun := fun c => ∑ j, c j • mode hA (g j)
              map_add' := by intro a b; simp [add_smul, Finset.sum_add_distrib]
              map_smul' := by intro a b; simp [mul_smul, Finset.smul_sum] }, fun c hc => ?_⟩
    change quad A (∑ j, c j • mode hA (g j)) < 0
    have hd : ∀ i, mode hA i ⬝ᵥ (∑ j, c j • mode hA (g j))
        = ∑ j, c j * (mode hA i ⬝ᵥ mode hA (g j)) := by
      intro i
      simp only [dotProduct, Finset.sum_apply, Pi.smul_apply, smul_eq_mul, Finset.mul_sum]
      rw [Finset.sum_comm]
      exact Finset.sum_congr rfl fun _ _ => Finset.sum_congr rfl fun _ _ => by ring
    obtain ⟨j, hj⟩ := Function.ne_iff.1 hc
    have hj' : c j ≠ 0 := hj
    have hself : mode hA (g j) ⬝ᵥ (∑ l, c l • mode hA (g l)) = c j := by
      rw [hd, Finset.sum_eq_single j]
      · simp [mode_orthonormal]
      · intro l _ hl
        rw [mode_orthonormal, if_neg, mul_zero]
        exact fun h => hl (g.injective (Subtype.ext h)).symm
      · simp
    rw [quad_eq_modes hA]
    calc _ < ∑ _i : n, (0 : ℝ) := by
          refine Finset.sum_lt_sum (fun i _ => ?_) ⟨(g j : n), Finset.mem_univ _, ?_⟩
          · by_cases hi : hA.eigenvalues i < 0
            · exact mul_nonpos_of_nonpos_of_nonneg hi.le (sq_nonneg _)
            · have h0 : mode hA i ⬝ᵥ (∑ l, c l • mode hA (g l)) = 0 := by
                rw [hd]
                refine Finset.sum_eq_zero fun l _ => ?_
                rw [mode_orthonormal, if_neg, mul_zero]
                exact fun h => hi (by rw [h]; exact (g l).2)
              rw [h0]
              simp
          · rw [hself]
            exact mul_neg_of_neg_of_pos (g j).2 (by positivity)
      _ = 0 := by simp

omit [Fintype s] [Fintype ι] [DecidableEq ι] in
/-- The Hessian is symmetric when its strain and internal blocks are. -/
lemma hessian_symm {C : Matrix s s ℝ} (L : Matrix ι s ℝ) {K : Matrix ι ι ℝ}
    (hC : C.IsHermitian) (hK : K.IsHermitian) : (hessian C L K).IsHermitian :=
  Matrix.IsHermitian.fromBlocks hC (by ext i j; simp) hK

omit [Fintype s] in
/-- The relaxed stiffness is symmetric when the strain and internal blocks are. -/
lemma relaxed_symm {C : Matrix s s ℝ} (L : Matrix ι s ℝ) {K : Matrix ι ι ℝ}
    (hC : C.IsHermitian) (hK : K.IsHermitian) : (relaxed C L K).IsHermitian := by
  unfold Matrix.IsHermitian relaxed
  rw [conjTranspose_eq_transpose_of_trivial]
  simp [transpose_mul, transpose_nonsing_inv, transpose_eq hC, transpose_eq hK,
    Matrix.mul_assoc]

/-- For symmetric positive definite `K`, the energy splits into the relaxed energy of the strain and
the internal energy of the deviation of `u` from `-K⁻¹ L e`. -/
theorem quad_hessian (C : Matrix s s ℝ) (L : Matrix ι s ℝ) {K : Matrix ι ι ℝ}
    (hK : K.PosDef) (e : s → ℝ) (u : ι → ℝ) :
    quad (hessian C L K) (Sum.elim e u)
      = quad (relaxed C L K) e + quad K (u + K⁻¹ *ᵥ (L *ᵥ e)) := by
  have h1 : quad (hessian C L K) (Sum.elim e u)
      = e ⬝ᵥ (C *ᵥ e + Lᵀ *ᵥ u) + u ⬝ᵥ (L *ᵥ e + K *ᵥ u) := by
    unfold quad hessian
    rw [fromBlocks_mulVec]
    simp [dotProduct, Fintype.sum_sum_type]
  have h2 : quad (relaxed C L K) e
      = e ⬝ᵥ C *ᵥ e - (K⁻¹ *ᵥ (L *ᵥ e)) ⬝ᵥ L *ᵥ e := by
    unfold quad relaxed
    rw [sub_mulVec, dotProduct_sub, ← mulVec_mulVec, ← mulVec_mulVec, dot_transpose]
  have hw : K *ᵥ (K⁻¹ *ᵥ (L *ᵥ e)) = L *ᵥ e := by
    rw [mulVec_mulVec, mul_nonsing_inv K hK.det_pos.ne'.isUnit, one_mulVec]
  rw [h1, h2]
  generalize K⁻¹ *ᵥ (L *ᵥ e) = w at hw ⊢
  have h3 : w ⬝ᵥ K *ᵥ u = u ⬝ᵥ L *ᵥ e := by
    have h := dot_transpose K w u
    rwa [transpose_eq hK.isHermitian, hw] at h
  unfold quad
  rw [mulVec_add, hw]
  simp only [dotProduct_add, add_dotProduct]
  rw [h3, dot_transpose L e u]
  ring

/-- For symmetric positive definite `K` and fixed strain, the relaxed energy is at most the energy
at any internal displacement. -/
lemma relaxed_le (C : Matrix s s ℝ) (L : Matrix ι s ℝ) {K : Matrix ι ι ℝ}
    (hK : K.PosDef) (e : s → ℝ) (u : ι → ℝ) :
    quad (relaxed C L K) e ≤ quad (hessian C L K) (Sum.elim e u) := by
  have h := hK.posSemidef.dotProduct_mulVec_nonneg (u + K⁻¹ *ᵥ (L *ᵥ e))
  rw [star_trivial] at h
  rw [quad_hessian C L hK]
  exact le_add_of_nonneg_right h

/-- For symmetric positive definite `K`, the full Hessian has a linear family of distortions with
`k` amplitudes, of negative energy whenever the amplitudes are not all zero, exactly when the
relaxed stiffness has one. -/
theorem hasUnstable_hessian_iff (C : Matrix s s ℝ) (L : Matrix ι s ℝ) {K : Matrix ι ι ℝ}
    (hK : K.PosDef) (k : ℕ) :
    HasUnstable (hessian C L K) k ↔ HasUnstable (relaxed C L K) k := by
  constructor
  · -- keep only the strain part of each distortion
    rintro ⟨f, hf⟩
    refine ⟨(LinearMap.funLeft ℝ ℝ Sum.inl).comp f, fun c hc => ?_⟩
    have h := relaxed_le C L hK (f c ∘ Sum.inl) (f c ∘ Sum.inr)
    rw [Sum.elim_comp_inl_inr] at h
    exact lt_of_le_of_lt h (hf c hc)
  · -- let the internal displacements follow the strain
    rintro ⟨f, hf⟩
    refine ⟨{ toFun := fun c => Sum.elim (f c) (-(K⁻¹ *ᵥ (L *ᵥ f c)))
              map_add' := by
                intro a b
                ext i
                rcases i with i | i <;> simp [mulVec_add, add_comm]
              map_smul' := by
                intro a b
                ext i
                rcases i with i | i <;> simp [mulVec_smul] }, fun c hc => ?_⟩
    change quad (hessian C L K) (Sum.elim (f c) (-(K⁻¹ *ᵥ (L *ᵥ f c)))) < 0
    rw [quad_hessian C L hK, neg_add_cancel]
    simpa [quad] using hf c hc

/-- For symmetric `C` and symmetric positive definite `K`, the full Hessian and the relaxed
stiffness `C - Lᵀ K⁻¹ L` have equally many negative eigenvalues, counted with multiplicity. -/
theorem unstableCount_hessian [DecidableEq s] {C : Matrix s s ℝ} (L : Matrix ι s ℝ)
    {K : Matrix ι ι ℝ}
    (hC : C.IsHermitian) (hK : K.PosDef) :
    unstableCount (hessian_symm L hC hK.isHermitian)
      = unstableCount (relaxed_symm L hC hK.isHermitian) := by
  apply le_antisymm
  · exact (hasUnstable_iff (relaxed_symm L hC hK.isHermitian) _).1
      ((hasUnstable_hessian_iff C L hK _).1
        ((hasUnstable_iff (hessian_symm L hC hK.isHermitian) _).2 le_rfl))
  · exact (hasUnstable_iff (hessian_symm L hC hK.isHermitian) _).1
      ((hasUnstable_hessian_iff C L hK _).2
        ((hasUnstable_iff (relaxed_symm L hC hK.isHermitian) _).2 le_rfl))

/-- For symmetric `C` and symmetric positive definite `K`, the clamped stiffness `C` has at most as
many negative eigenvalues as the full Hessian, counted with multiplicity. -/
theorem unstableCount_clamped_le [DecidableEq s] {C : Matrix s s ℝ} (L : Matrix ι s ℝ)
    {K : Matrix ι ι ℝ}
    (hC : C.IsHermitian) (hK : K.PosDef) :
    unstableCount hC ≤ unstableCount (hessian_symm L hC hK.isHermitian) := by
  rw [← hasUnstable_iff, hasUnstable_hessian_iff C L hK]
  obtain ⟨f, hf⟩ := (hasUnstable_iff hC _).2 le_rfl
  refine ⟨f, fun c hc => lt_of_le_of_lt (relaxed_le C L hK (f c) 0) ?_⟩
  -- without internal displacement only the clamped energy remains
  have h : quad (hessian C L K) (Sum.elim (f c) 0) = quad C (f c) := by
    unfold quad hessian
    rw [fromBlocks_mulVec]
    simp [dotProduct, Fintype.sum_sum_type]
  rw [h]
  exact hf c hc

end

end InternalStrainInertia
```

```lean
#print axioms InternalStrainInertia.unstableCount_hessian
#print axioms InternalStrainInertia.unstableCount_clamped_le
```

```
'InternalStrainInertia.unstableCount_hessian' depends on axioms: [propext, Classical.choice, Quot.sound]
'InternalStrainInertia.unstableCount_clamped_le' depends on axioms: [propext, Classical.choice, Quot.sound]
```

## Matrices and hypotheses in the theorem

The finite types `s` and `ι` label strain components and internal coordinates. The matrix `hessian C L K` acts on their disjoint union `s ⊕ ι`, and `Sum.elim e u` is the combined distortion $(e,u)$. The rows of `L` belong to internal coordinates and its columns to strains, which fixes where the transpose stands in `relaxed`.

For real matrices, `C.IsHermitian` means that $C$ is symmetric. The hypothesis `K.PosDef` includes the symmetry of $K$. The function `unstableCount` takes a proof of symmetry and counts the indices whose eigenvalue is strictly negative, so repeated eigenvalues are counted repeatedly. `HasUnstable A k` is the existence of the linear map $f$ above.

With these definitions, `unstableCount_hessian` states $N(H)=N(S)$, and `unstableCount_clamped_le` states $N(C)\le N(H)$.

## From eigenvectors to equal counts

`quad_eq_modes` is the expansion in orthonormal eigenvectors. `hasUnstable_iff` turns it into the counting criterion: one direction compares dimensions through `LinearMap.finrank_le_finrank_of_injective`, and the other uses `mode_orthonormal` to evaluate the superposition and `Finset.sum_lt_sum` to show that its energy is negative.

`quad_hessian` completes the square. It names the vector $K^{-1}Le$ as `w`, keeps the relation $Kw=Le$, and leaves the remaining algebra to `ring`. `relaxed_le` discards the nonnegative $K$ term. `hasUnstable_hessian_iff` transfers families in both directions, and `le_antisymm` combines the resulting inequalities in `unstableCount_hessian`. The clamped bound applies `relaxed_le` at zero internal displacement.

## Soft internal modes, zero eigenvalues and rounding

The equality depends on the stability of the internal block. With $C=1$, $L=0$ and $K=-1$, the relaxed stiffness is $1$ and has no negative eigenvalue, while $H$ has one. A code should therefore check $K$ before it interprets $S$.

The theorem equates numbers of negative eigenvalues, not their values or their eigenvectors. It concerns exact real matrices, so deciding the sign of a computed eigenvalue close to zero remains a matter of numerical error.

The blocks are taken as given second derivatives; their derivation from a crystal Hamiltonian, and the treatment of external stress in defining $C$, lie upstream. Only the coordinates in $e$ and $u$ are tested. If $u$ contains only displacements that repeat in every unit cell, a phonon instability that needs a larger cell doesn't appear in either count.
